# A closed unitary gauge change shifts the multiband polarisation by an integer

## Frames, connection trace and polarisation

Let \(t\in\mathbb R\) be the reduced crystal momentum, with \([0,1]\) as one Brillouin zone. The cell-periodic parts of the \(m\) occupied band states at \(t\) are the columns of an \(N\times m\) matrix \(\Psi(t)\), written in a fixed finite orthonormal basis. They are orthonormal when \(\Psi^\dagger\Psi=1\). A change of gauge replaces \(\Psi(t)\) by \(\Psi(t)U(t)\), where \(U(t)\) is a unitary \(m\times m\) matrix.

A prime denotes the entrywise derivative in \(t\). For a matrix family \(W\), rectangular or square, put

\[
a_W(t)=\operatorname{tr}\bigl(W(t)^\dagger W'(t)\bigr).
\]

This is the trace of the Berry connection in the convention without a factor \(i\). When each band state holds one electron and the continuously differentiable orthonormal frame gives the same Bloch states at \(t=0\) and \(t=1\), the electronic polarisation, expressed as a dipole moment per cell in units of the electron's charge \(-e\) times the lattice constant, is

\[
P[\Psi]=\frac{i}{2\pi}\int_0^1 a_\Psi(t)\,dt .
\]

## Integer windings and the polarisation quantum

Let \(U\) be continuously differentiable and unitary for all \(t\). Then

\[
(\det U)'=\det U\;a_U,\qquad
\det U(t)=\det U(0)\,\exp\int_0^t a_U(s)\,ds .
\]

The integral \(\int_0^1 a_U\,dt\) lies in \(2\pi i\,\mathbb Z\) exactly when \(\det U(1)=\det U(0)\), and so in particular when \(U(1)=U(0)\). If \(\Psi\) is a continuously differentiable orthonormal frame and \(U(1)=U(0)\), then \(P[\Psi U]-P[\Psi]\) is an integer. For a closed \(U\), the integer \(\frac{1}{2\pi i}\int_0^1 a_U\,dt\) is called its winding number. When there is at least one band, every integer occurs as a winding number.

For non-interacting bands along one momentum direction in a finite basis, this means that polarisations computed from frames related by such a gauge change should be compared modulo 1, which is the polarisation quantum in these units.

## How the Lean statements express this

- `N` and `m` are finite index types for basis functions and bands. `IsC1 W` says that every entry of `W` is continuously differentiable on the whole real line, and `matDeriv W t` is \(W'(t)\).
- `berryTrace W t` is \(a_W(t)\), and `polarisation Ψ` is \(P[\Psi]\). The latter has complex type, although its value is real for a continuously differentiable orthonormal frame.
- The hypothesis `(U t)ᴴ * U t = 1` is unitarity, and `(Ψ t)ᴴ * Ψ t = 1` is orthonormality of the bands.
- `U 1 = U 0` closes the gauge change over the zone. It preserves any boundary condition \(\Psi(1)=V\Psi(0)\) with a fixed matrix \(V\), such as the one relating cell-periodic states at equivalent momenta. The theorems assume no such condition on \(\Psi\), but without one \(P[\Psi]\) need not be the polarisation of a crystal.

The model contains neither a Hamiltonian nor an ionic contribution. The smooth frame is given, not constructed from a band structure, and the infinite-dimensional space of cell-periodic functions is replaced by a finite basis.

## Derivative of the determinant

Start from the permutation expansion

\[
\det U=\sum_\sigma \operatorname{sgn}(\sigma)\prod_j U_{\sigma(j)j}.
\]

The product rule, followed by an exchange of the two sums, gives

\[
(\det U)'=\sum_i\sum_\sigma \operatorname{sgn}(\sigma)\,
\Bigl(\prod_{j\ne i}U_{\sigma(j)j}\Bigr)U'_{\sigma(i)i}.
\]

For fixed \(i\), the inner sum is the determinant of \(U\) with column \(i\) replaced by column \(i\) of \(U'\). By Cramer's rule this is \((\operatorname{adj}(U)\,U')_{ii}\). Hence \((\det U)'=\operatorname{tr}(\operatorname{adj}(U)\,U')\), which is Jacobi's formula.

Since \(U\) is square, \(U^\dagger U=1\) also gives \(UU^\dagger=1\). Therefore

\[
\operatorname{adj}(U)=\operatorname{adj}(U)\,UU^\dagger=\det U\;U^\dagger,
\]

and Jacobi's formula becomes \((\det U)'=\det U\;a_U\).

## From transport to quantisation

Let \(\theta(t)=\int_0^t a_U(s)\,ds\), so that \(\theta'=a_U\). Then

\[
\bigl(\det U\,e^{-\theta}\bigr)'
=\det U\,a_U\,e^{-\theta}-\det U\,a_U\,e^{-\theta}=0 .
\]

The product is constant and equals \(\det U(0)\) at \(t=0\), so \(\det U(t)=\det U(0)\,e^{\theta(t)}\).

Taking determinants in \(U(0)^\dagger U(0)=1\) shows that \(\det U(0)\neq0\). At \(t=1\) this factor can be cancelled: the end determinants agree exactly when \(e^{\theta(1)}=1\), that is, when \(\theta(1)=2\pi i n\) for some integer \(n\).

## Effect on the polarisation

From \((\Psi U)'=\Psi'U+\Psi U'\) we obtain

\[
a_{\Psi U}
=\operatorname{tr}(U^\dagger\Psi^\dagger\Psi'U)
+\operatorname{tr}(U^\dagger\Psi^\dagger\Psi U').
\]

Cyclicity and \(UU^\dagger=1\) turn the first term into \(a_\Psi\). Orthonormality turns the second into \(a_U\). Integrating over the zone, with winding number \(n\), gives

\[
P[\Psi U]=P[\Psi]+\frac{i}{2\pi}\,2\pi i\,n=P[\Psi]-n .
\]

To realise a given \(n\), multiply one band \(j_0\) by \(e^{2\pi i n t}\) and leave the others alone. This \(U\) is diagonal, unitary and closed. The other bands contribute zero to \(a_U\), and band \(j_0\) contributes

\[
e^{-2\pi i n t}\,(2\pi i n)\,e^{2\pi i n t}=2\pi i n,
\]

which is also its integral over \([0,1]\).

## The complete Lean file

```lean
import Mathlib

open Matrix
open scoped Real

namespace PolarisationQuantum

noncomputable section

/-- A matrix family depending on a real parameter is continuously differentiable
when each of its entries is. -/
def IsC1 {N m : Type*} (W : ℝ → Matrix N m ℂ) : Prop :=
  ∀ i j, ContDiff ℝ 1 fun t => W t i j

/-- The entrywise derivative `W'(t)` of a matrix family. -/
def matDeriv {N m : Type*} (W : ℝ → Matrix N m ℂ) (t : ℝ) : Matrix N m ℂ :=
  Matrix.of fun i j => deriv (fun s => W s i j) t

/-- The trace `tr(W† W')` of the Berry connection of a family of frames, whose columns are
the band states. -/
def berryTrace {N m : Type*} [Fintype N] [Fintype m] (W : ℝ → Matrix N m ℂ) (t : ℝ) : ℂ :=
  ((W t)ᴴ * matDeriv W t).trace

/-- The multiband polarisation `(i/2π) ∫ tr(Ψ† Ψ') dt` over the reduced Brillouin zone `[0,1]`,
expressed as a dipole moment per cell in units of charge times lattice constant. -/
def polarisation {N m : Type*} [Fintype N] [Fintype m] (Ψ : ℝ → Matrix N m ℂ) : ℂ :=
  Complex.I / (2 * π) * ∫ t in (0 : ℝ)..1, berryTrace Ψ t

/-- Each entry of a continuously differentiable family has the corresponding entry of `W'`
as its derivative. -/
theorem IsC1.hasDerivAt {N m : Type*} {W : ℝ → Matrix N m ℂ} (h : IsC1 W) (i : N) (j : m)
    (t : ℝ) : HasDerivAt (fun s => W s i j) (matDeriv W t i j) t :=
  ((h i j).differentiable (by norm_num) t).hasDerivAt

variable {N m : Type*} [Fintype N] [Fintype m]

/-- The trace of the Berry connection of a continuously differentiable family is continuous. -/
theorem IsC1.continuous_berryTrace {W : ℝ → Matrix N m ℂ} (h : IsC1 W) :
    Continuous (berryTrace W) := by
  have e : berryTrace W =
      fun t => ∑ j, ∑ i, star (W t i j) * deriv (fun s => W s i j) t := rfl
  rw [e]
  exact continuous_finsetSum _ fun j _ => continuous_finsetSum _ fun i _ =>
    (h i j).continuous.star.mul ((h i j).continuous_deriv (by norm_num))

variable [DecidableEq m]

/-- Jacobi's formula: the derivative of `det U` is `tr(adj(U) U')` for every continuously
differentiable family of square matrices. -/
theorem hasDerivAt_det {U : ℝ → Matrix m m ℂ} (h : IsC1 U) (t : ℝ) :
    HasDerivAt (fun s => (U s).det) ((U t).adjugate * matDeriv U t).trace t := by
  -- Cramer's rule: a diagonal entry is a determinant with one column differentiated
  have col : ∀ i, ((U t).adjugate * matDeriv U t) i i =
      ∑ σ : Equiv.Perm m, ((Equiv.Perm.sign σ : ℤ) : ℂ) *
        ((∏ j ∈ Finset.univ.erase i, U t (σ j) j) * matDeriv U t (σ i) i) := by
    intro i
    have e : ((U t).adjugate * matDeriv U t) i i =
        ((U t).adjugate *ᵥ fun k => matDeriv U t k i) i := rfl
    rw [e, ← cramer_eq_adjugate_mulVec, cramer_apply, det_apply']
    refine Finset.sum_congr rfl fun σ _ => ?_
    rw [← Finset.prod_erase_mul _ _ (Finset.mem_univ i), updateCol_self]
    congr 2
    exact Finset.prod_congr rfl fun j hj => by
      rw [updateCol_ne (Finset.ne_of_mem_erase hj)]
  -- the product rule in the permutation expansion
  have key := HasDerivAt.fun_sum (u := Finset.univ) fun (σ : Equiv.Perm m) _ =>
    (HasDerivAt.fun_finsetProd (u := Finset.univ) fun i _ =>
      h.hasDerivAt (σ i) i t).const_mul ((Equiv.Perm.sign σ : ℤ) : ℂ)
  simp only [det_apply']
  refine key.congr_deriv ?_
  simp only [Matrix.trace, Matrix.diag_apply, col, smul_eq_mul, Finset.mul_sum]
  exact Finset.sum_comm

/-- Where a continuously differentiable family `U` is unitary,
`(det U)' = det U · tr(U† U')`. -/
theorem hasDerivAt_det_unitary {U : ℝ → Matrix m m ℂ} (h : IsC1 U) {t : ℝ}
    (hU : (U t)ᴴ * U t = 1) :
    HasDerivAt (fun s => (U s).det) ((U t).det * berryTrace U t) t := by
  have hadj : (U t).adjugate = (U t).det • (U t)ᴴ := by
    calc (U t).adjugate = (U t).adjugate * (U t * (U t)ᴴ) := by
          rw [mul_eq_one_comm.mp hU, mul_one]
      _ = (U t).det • (U t)ᴴ := by
          rw [← Matrix.mul_assoc, adjugate_mul, Matrix.smul_mul, Matrix.one_mul]
  refine (hasDerivAt_det h t).congr_deriv ?_
  rw [hadj, berryTrace, Matrix.smul_mul, trace_smul, smul_eq_mul]

/-- For a continuously differentiable unitary family, the determinant is transported by the
exponential of the integrated trace: `det U(t) = det U(0) exp ∫₀ᵗ tr(U† U')`. -/
theorem det_eq_exp_integral {U : ℝ → Matrix m m ℂ} (h : IsC1 U)
    (hU : ∀ t, (U t)ᴴ * U t = 1) (t : ℝ) :
    (U t).det = (U 0).det * Complex.exp (∫ s in (0 : ℝ)..t, berryTrace U s) := by
  -- the determinant with its accumulated phase removed is constant
  have hg : ∀ s, HasDerivAt (fun s => (U s).det *
      Complex.exp (-∫ x in (0 : ℝ)..s, berryTrace U x)) 0 s := by
    intro s
    have hI := (h.continuous_berryTrace.integral_hasStrictDerivAt 0 s).hasDerivAt
    exact ((hasDerivAt_det_unitary h (hU s)).fun_mul hI.fun_neg.cexp).congr_deriv (by ring)
  have hc := is_const_of_deriv_eq_zero (fun s => (hg s).differentiableAt)
    (fun s => (hg s).deriv) t 0
  simp only [intervalIntegral.integral_same, neg_zero, Complex.exp_zero, mul_one] at hc
  rw [← hc, mul_assoc, ← Complex.exp_add, neg_add_cancel, Complex.exp_zero, mul_one]

/-- For a continuously differentiable unitary family, the integral of `tr(U† U')` over `[0,1]`
is an integer multiple of `2πi` exactly when `det U` takes the same value at both ends. -/
theorem quantised_iff_det_eq {U : ℝ → Matrix m m ℂ} (h : IsC1 U)
    (hU : ∀ t, (U t)ᴴ * U t = 1) :
    (∃ n : ℤ, ∫ t in (0 : ℝ)..1, berryTrace U t = n * (2 * π * Complex.I)) ↔
      (U 1).det = (U 0).det := by
  have hd : (U 0).det ≠ 0 := by
    intro h0
    have h1 := congrArg Matrix.det (hU 0)
    rw [det_mul, h0, mul_zero, det_one] at h1
    exact zero_ne_one h1
  rw [← Complex.exp_eq_one_iff, det_eq_exp_integral h hU 1]
  constructor
  · intro e
    rw [e, mul_one]
  · intro e
    exact mul_left_cancel₀ hd (by rw [e, mul_one])

/-- For a continuously differentiable unitary family with `U(1) = U(0)`, the integral of
`tr(U† U')` over `[0,1]` is an integer multiple of `2πi`. -/
theorem winding_quantised {U : ℝ → Matrix m m ℂ} (h : IsC1 U)
    (hU : ∀ t, (U t)ᴴ * U t = 1) (hloop : U 1 = U 0) :
    ∃ n : ℤ, ∫ t in (0 : ℝ)..1, berryTrace U t = n * (2 * π * Complex.I) :=
  (quantised_iff_det_eq h hU).mpr (congrArg Matrix.det hloop)

/-- When the orthonormal band states `Ψ` are mixed by a unitary `U`, both continuously
differentiable, the trace of the Berry connection gains the term `tr(U† U')`. -/
theorem berryTrace_gauge {Ψ : ℝ → Matrix N m ℂ} {U : ℝ → Matrix m m ℂ} (hΨ : IsC1 Ψ)
    (h : IsC1 U) {t : ℝ} (hO : (Ψ t)ᴴ * Ψ t = 1) (hU : (U t)ᴴ * U t = 1) :
    berryTrace (fun s => Ψ s * U s) t = berryTrace Ψ t + berryTrace U t := by
  have hD : matDeriv (fun s => Ψ s * U s) t = matDeriv Ψ t * U t + Ψ t * matDeriv U t := by
    ext i j
    have hs := HasDerivAt.fun_sum (u := Finset.univ) fun (k : m) _ =>
      (hΨ.hasDerivAt i k t).fun_mul (h.hasDerivAt k j t)
    change deriv (fun s => (Ψ s * U s) i j) t = _
    simp only [Matrix.mul_apply, Matrix.add_apply]
    rw [hs.deriv, Finset.sum_add_distrib]
  -- the old connection is conjugated by `U`, which the trace does not see
  have e1 : ((U t)ᴴ * (Ψ t)ᴴ * (matDeriv Ψ t * U t)).trace =
      ((Ψ t)ᴴ * matDeriv Ψ t).trace := by
    calc _ = ((U t)ᴴ * ((Ψ t)ᴴ * matDeriv Ψ t) * U t).trace := by
          simp only [Matrix.mul_assoc]
      _ = (U t * ((U t)ᴴ * ((Ψ t)ᴴ * matDeriv Ψ t))).trace := trace_mul_comm _ _
      _ = _ := by rw [← Matrix.mul_assoc, mul_eq_one_comm.mp hU, Matrix.one_mul]
  have e2 : (U t)ᴴ * (Ψ t)ᴴ * (Ψ t * matDeriv U t) = (U t)ᴴ * matDeriv U t := by
    rw [Matrix.mul_assoc, ← Matrix.mul_assoc (Ψ t)ᴴ, hO, Matrix.one_mul]
  change ((Ψ t * U t)ᴴ * matDeriv (fun s => Ψ s * U s) t).trace =
    ((Ψ t)ᴴ * matDeriv Ψ t).trace + ((U t)ᴴ * matDeriv U t).trace
  rw [hD, conjTranspose_mul, Matrix.mul_add, trace_add, e1, e2]

/-- Polarisation quantum: mixing orthonormal band states by a unitary `U` with `U(1) = U(0)`,
both continuously differentiable, changes the multiband polarisation by an integer. -/
theorem polarisation_gauge {Ψ : ℝ → Matrix N m ℂ} {U : ℝ → Matrix m m ℂ} (hΨ : IsC1 Ψ)
    (h : IsC1 U) (hO : ∀ t, (Ψ t)ᴴ * Ψ t = 1) (hU : ∀ t, (U t)ᴴ * U t = 1)
    (hloop : U 1 = U 0) :
    ∃ n : ℤ, polarisation (fun t => Ψ t * U t) = polarisation Ψ + n := by
  obtain ⟨n, hn⟩ := winding_quantised h hU hloop
  refine ⟨-n, ?_⟩
  have hpi : (2 * (π : ℂ)) ≠ 0 :=
    mul_ne_zero two_ne_zero (by exact_mod_cast Real.pi_ne_zero)
  have hint : ∫ t in (0 : ℝ)..1, berryTrace (fun s => Ψ s * U s) t =
      (∫ t in (0 : ℝ)..1, berryTrace Ψ t) + ∫ t in (0 : ℝ)..1, berryTrace U t := by
    rw [← intervalIntegral.integral_add (hΨ.continuous_berryTrace.intervalIntegrable 0 1)
      (h.continuous_berryTrace.intervalIntegrable 0 1)]
    exact intervalIntegral.integral_congr fun t _ => berryTrace_gauge hΨ h (hO t) (hU t)
  rw [polarisation, polarisation, hint, hn, mul_add]
  congr 1
  push_cast
  rw [div_mul_eq_mul_div, div_eq_iff hpi]
  linear_combination ((n : ℂ) * 2 * π) * Complex.I_mul_I

/-- The gauge loop that multiplies band `j₀` by the phase `exp(2πi n t)` and leaves the other
bands alone. -/
def phaseLoop (j₀ : m) (n : ℤ) (t : ℝ) : Matrix m m ℂ :=
  diagonal fun j => if j = j₀ then Complex.exp (n * (2 * π * Complex.I) * t) else 1

/-- Given a band `j₀`, every integer `n` occurs: the phase loop is continuously differentiable,
unitary and closed, and its integral of `tr(U† U')` over `[0,1]` is `2πi n`. -/
theorem phaseLoop_winding (j₀ : m) (n : ℤ) :
    IsC1 (phaseLoop j₀ n) ∧ (∀ t, (phaseLoop j₀ n t)ᴴ * phaseLoop j₀ n t = 1) ∧
      phaseLoop j₀ n 1 = phaseLoop j₀ n 0 ∧
      ∫ t in (0 : ℝ)..1, berryTrace (phaseLoop j₀ n) t = n * (2 * π * Complex.I) := by
  have hs : ∀ t : ℝ, star (Complex.exp (n * (2 * π * Complex.I) * t)) *
      Complex.exp (n * (2 * π * Complex.I) * t) = 1 := by
    intro t
    rw [Complex.star_def, ← Complex.exp_conj, ← Complex.exp_add, ← Complex.exp_zero]
    congr 1
    simp only [map_mul, map_intCast, map_ofNat, Complex.conj_ofReal, Complex.conj_I]
    ring
  refine ⟨?_, ?_, ?_, ?_⟩
  · intro i j
    simp only [phaseLoop, diagonal_apply]
    split_ifs
    · exact (contDiff_const.mul Complex.ofRealCLM.contDiff).cexp
    · exact contDiff_const
    · exact contDiff_const
  · intro t
    rw [phaseLoop, diagonal_conjTranspose, diagonal_mul_diagonal, ← diagonal_one]
    congr 1
    funext j
    by_cases hj : j = j₀
    · simp only [Pi.star_apply, hj, ↓reduceIte]
      exact hs t
    · simp [hj]
  · simp [phaseLoop, Complex.exp_int_mul_two_pi_mul_I]
  · -- the integrand is constant, since only band `j₀` contributes
    have hb : ∀ t, berryTrace (phaseLoop j₀ n) t = n * (2 * π * Complex.I) := by
      intro t
      have hd : HasDerivAt (fun s : ℝ => Complex.exp (n * (2 * π * Complex.I) * s))
          (Complex.exp (n * (2 * π * Complex.I) * t) * (n * (2 * π * Complex.I))) t :=
        (((hasDerivAt_id t).ofReal_comp.const_mul
          ((n : ℂ) * (2 * π * Complex.I))).cexp).congr_deriv (by simp)
      have hD : matDeriv (phaseLoop j₀ n) t = diagonal fun j => if j = j₀ then
          Complex.exp (n * (2 * π * Complex.I) * t) * (n * (2 * π * Complex.I)) else 0 := by
        ext i j
        change deriv (fun s => phaseLoop j₀ n s i j) t = _
        simp only [phaseLoop, diagonal_apply]
        split_ifs
        · exact hd.deriv
        · exact deriv_const _ _
        · exact deriv_const _ _
      rw [berryTrace, hD, phaseLoop, diagonal_conjTranspose, diagonal_mul_diagonal,
        trace_diagonal, Finset.sum_eq_single j₀]
      · simp only [Pi.star_apply, ↓reduceIte]
        rw [← mul_assoc, hs, one_mul]
      · intro j _ hj
        simp [hj]
      · simp
    simp [hb]

end

end PolarisationQuantum
```

```lean
#print axioms PolarisationQuantum.polarisation_gauge
-- 'PolarisationQuantum.polarisation_gauge' depends on axioms: [propext, Classical.choice, Quot.sound]
#print axioms PolarisationQuantum.phaseLoop_winding
-- 'PolarisationQuantum.phaseLoop_winding' depends on axioms: [propext, Classical.choice, Quot.sound]
```

## Determinant lemmas in the code

`IsC1.hasDerivAt` supplies the derivative of each entry, and `IsC1.continuous_berryTrace` the continuity of \(a_W\) needed for integration.

In `hasDerivAt_det`, the local statement `col` is the Cramer step: it expands a diagonal entry of \(\operatorname{adj}(U)\,U'\) as a determinant with one column replaced. The statement `key` differentiates the permutation expansion, and `Finset.sum_comm` exchanges the sums over \(\sigma\) and \(i\). `hasDerivAt_det_unitary` then inserts the identity for the adjugate, called `hadj`.

`det_eq_exp_integral` proves in `hg` that \(\det U\,e^{-\theta}\) has zero derivative. The fundamental theorem of calculus enters through `integral_hasStrictDerivAt`, and `is_const_of_deriv_eq_zero` turns the zero derivative into constancy.

## Quantisation and gauge lemmas in the code

`quantised_iff_det_eq` first shows that \(\det U(0)\) is nonzero. It then uses `Complex.exp_eq_one_iff` to translate membership in \(2\pi i\,\mathbb Z\) into \(e^{\theta(1)}=1\), and `mul_left_cancel₀` to cancel the determinant. `winding_quantised` applies this to a closed family.

In `berryTrace_gauge`, `hD` is the matrix product rule, `e1` handles the conjugated old connection by cyclicity, and `e2` removes \(\Psi^\dagger\Psi\). `polarisation_gauge` integrates the resulting identity in `hint`. Its integer is `-n`, matching the sign found above, and the closing `linear_combination` uses \(i^2=-1\). Closure of \(U\) enters only through `winding_quantised`, so the same argument works with equal end determinants in its place.

`phaseLoop_winding` checks the four properties of the one-band phase loop in turn: smoothness, unitarity, closure and the value of the integral. For the last, `hb` shows that the integrand is constant. The argument `j₀ : m` is what requires at least one band.
